# Total, mean and variance of the Franck-Condon hot band from the first excited level of a displaced harmonic oscillator

For a single displaced harmonic mode of unchanged frequency, the vibronic hot band from the first excited vibrational level comes out too narrow if it is modelled as the cold band with every final level raised by one quantum. Take one harmonic mode with the same frequency in both electronic states, let $n = 0, 1, 2, \dots$ be the vibrational quantum number of the final state, and let the Huang-Rhys factor $S > 0$ measure the squared displacement between the two potentials. The band from the ground level has Poisson weights $e^{-S}S^n/n!$, with mean $S$ and variance $S$. Shifted by one quantum they have total $1$, mean $1+S$ and variance $S$. The weights from the first excited level are
$$w_n = \frac{e^{-S} S^n (n-S)^2}{S\, n!},$$
and they share that total and mean but have variance $3S$. In this single-mode, equal-frequency model the three numbers are a check on Franck-Condon factors computed in a truncated vibrational basis.

## Amplitudes, ladder operators and weights

```lean
import Mathlib

open ComplexConjugate

namespace HotBandFranckCondon

noncomputable section
```

A state is a sequence of complex amplitudes $\psi_n$ in the number basis of the final-state oscillator, of type `ℕ → ℂ` and indexed from $0$. The ladder operators act by $(a\psi)_n = \sqrt{n+1}\,\psi_{n+1}$, and by $(a^\dagger\psi)_0 = 0$, $(a^\dagger\psi)_{n+1} = \sqrt{n+1}\,\psi_n$.

```lean
/-- Annihilation operator on number-basis amplitudes: `(aψ)ₙ = √(n+1) ψₙ₊₁`. -/
def lower (ψ : ℕ → ℂ) (n : ℕ) : ℂ := ((Real.sqrt ((n : ℝ) + 1) : ℝ) : ℂ) * ψ (n + 1)

/-- Creation operator on number-basis amplitudes: `(a†ψ)₀ = 0`, `(a†ψ)ₙ₊₁ = √(n+1) ψₙ`. -/
def raise (ψ : ℕ → ℂ) : ℕ → ℂ
  | 0 => 0
  | n + 1 => ((Real.sqrt ((n : ℝ) + 1) : ℝ) : ℂ) * ψ n
```

The initial-state oscillator is displaced by a complex number $\alpha$ and has ladder operators $a - \alpha$ and $a^\dagger - \bar\alpha$. A real $\alpha$ stands for a shift of the potential minimum by $\sqrt2\,\alpha$ in the dimensionless coordinate $(a + a^\dagger)/\sqrt2$.

```lean
/-- Displaced annihilation operator `a - α`. -/
def shiftLower (α : ℂ) (ψ : ℕ → ℂ) (n : ℕ) : ℂ := lower ψ n - α * ψ n

/-- Displaced creation operator `a† - conj α`. -/
def shiftRaise (α : ℂ) (ψ : ℕ → ℂ) (n : ℕ) : ℂ := raise ψ n - conj α * ψ n
```

Its ground level is the coherent sequence $c_n = e^{-|\alpha|^2/2}\alpha^n/\sqrt{n!}$, and its first excited level is defined as $h = (a^\dagger - \bar\alpha)c$. In Lean $|\alpha|^2$ is `Complex.normSq α`.

```lean
/-- Coherent-state amplitudes `exp(-|α|²/2) αⁿ / √(n!)`. -/
def coherent (α : ℂ) (n : ℕ) : ℂ :=
  ((Real.exp (-(Complex.normSq α) / 2) : ℝ) : ℂ) * α ^ n /
    ((Real.sqrt (n.factorial : ℝ) : ℝ) : ℂ)

/-- Hot-band amplitudes: the displaced creation operator applied to the coherent state. -/
def hotAmp (α : ℂ) : ℕ → ℂ := shiftRaise α (coherent α)
```

The weight $w_n$ is `hotWeight S n`, a function of a real $S$. The falling factorial $F_k(y) = y(y-1)\cdots(y-k+1)$, with $F_0 = 1$, is `falling k y`.

```lean
/-- Hot-band Franck-Condon weight `exp(-S) Sⁿ (n-S)² / (S n!)` for Huang-Rhys factor `S`. -/
def hotWeight (S : ℝ) (n : ℕ) : ℝ :=
  Real.exp (-S) * S ^ n * ((n : ℝ) - S) ^ 2 / (S * (n.factorial : ℝ))

/-- Falling factorial `y (y-1) ⋯ (y-k+1)`. -/
def falling (k : ℕ) (y : ℝ) : ℝ := ∏ i ∈ Finset.range k, (y - (i : ℝ))
```

The sequences carry no inner product: `raise` is fixed by its formula and is never shown to be the adjoint of `lower`, and no displacement operator appears. Reading $|h_n|^2$ as a relative line strength assumes the Condon approximation, a transition dipole independent of the nuclear coordinate. Frequency change, anharmonicity, further modes, thermal populations and the photon-frequency factors in line intensities are absent from the model.

## (a) The coherent sequence is an eigenvector of $a$

Show that $(ac)_n = \alpha c_n$ for every $\alpha$ and $n$.

Since $\sqrt{(n+1)!} = \sqrt{n+1}\,\sqrt{n!}$,
$$(ac)_n = \sqrt{n+1}\; e^{-|\alpha|^2/2}\frac{\alpha^{n+1}}{\sqrt{n+1}\sqrt{n!}} = \alpha c_n .$$
In the proof `h1` splits the root, and `field_simp` cancels $\sqrt{n+1}$ and $\sqrt{n!}$, nonzero by `h2` and `h3`.

```lean
/-- The annihilation operator multiplies the coherent amplitudes by `α`. -/
theorem lower_coherent (α : ℂ) (n : ℕ) : lower (coherent α) n = α * coherent α n := by
  have h1 : Real.sqrt ((n + 1).factorial : ℝ)
      = Real.sqrt ((n : ℝ) + 1) * Real.sqrt (n.factorial : ℝ) := by
    rw [Nat.factorial_succ, Nat.cast_mul, Real.sqrt_mul (Nat.cast_nonneg _)]
    simp only [Nat.cast_add, Nat.cast_one]
  have h2 : ((Real.sqrt ((n : ℝ) + 1) : ℝ) : ℂ) ≠ 0 :=
    Complex.ofReal_ne_zero.2 (Real.sqrt_pos.2 (by positivity)).ne'
  have h3 : ((Real.sqrt (n.factorial : ℝ) : ℝ) : ℂ) ≠ 0 :=
    Complex.ofReal_ne_zero.2 (Real.sqrt_pos.2 (by positivity)).ne'
  unfold lower coherent
  rw [h1, Complex.ofReal_mul, pow_succ]
  field_simp
```

## (b) Closed form of the excited amplitudes

Show that $\alpha h_n = (n - |\alpha|^2)\,c_n$ for every $\alpha$ and $n$.

For $n = 0$, $h_0 = -\bar\alpha c_0$, so $\alpha h_0 = -|\alpha|^2 c_0$. For index $n+1$, $h_{n+1} = \sqrt{n+1}\,c_n - \bar\alpha c_{n+1}$, and part (a) gives $\alpha c_n = \sqrt{n+1}\,c_{n+1}$. Hence
$$\alpha h_{n+1} = \sqrt{n+1}\,\sqrt{n+1}\,c_{n+1} - |\alpha|^2 c_{n+1} = (n+1-|\alpha|^2)\,c_{n+1}.$$
The proof has the same two cases. The case $n = 0$ uses only $\alpha\bar\alpha = |\alpha|^2$; for index $n+1$, `linear_combination` adds multiples of three equations, namely part (a) as `L`, $\sqrt{n+1}^{\,2} = n+1$ as `hr` and $\alpha\bar\alpha = |\alpha|^2$ as `hm`, and verifies that the goal differs from that sum by a ring identity.

For $\alpha \neq 0$ the term $-\bar\alpha c$ in $h$ cannot be dropped. Applying the bare $a^\dagger$ to $c$ adds a quantum of the final-state oscillator, not of the displaced one. The squared amplitudes would be $(n+1)|c_n|^2$ at level $n+1$, with total $1+|\alpha|^2$, and the factor $n - |\alpha|^2$ would be missing.

```lean
/-- The hot-band amplitude times `α` is the coherent amplitude times `n - |α|²`. -/
theorem mul_hotAmp (α : ℂ) (n : ℕ) :
    α * hotAmp α n = ((n : ℂ) - (Complex.normSq α : ℂ)) * coherent α n := by
  have hm := Complex.mul_conj α
  cases n with
  | zero =>
    show α * (0 - conj α * coherent α 0) = _
    push_cast
    linear_combination (-coherent α 0) * hm
  | succ n =>
    have hr : ((Real.sqrt ((n : ℝ) + 1) : ℝ) : ℂ) * ((Real.sqrt ((n : ℝ) + 1) : ℝ) : ℂ)
        = (n : ℂ) + 1 := by
      rw [← Complex.ofReal_mul, Real.mul_self_sqrt (by positivity)]
      simp
    have L : ((Real.sqrt ((n : ℝ) + 1) : ℝ) : ℂ) * coherent α (n + 1) = α * coherent α n :=
      lower_coherent α n
    show α * (((Real.sqrt ((n : ℝ) + 1) : ℝ) : ℂ) * coherent α n
      - conj α * coherent α (n + 1)) = _
    push_cast
    linear_combination (-((Real.sqrt ((n : ℝ) + 1) : ℝ) : ℂ)) * L
      + coherent α (n + 1) * hr - coherent α (n + 1) * hm
```

## (c) Levels zero and one of the displaced oscillator

Show that $(a-\alpha)c = 0$ and that $(a^\dagger - \bar\alpha)(a-\alpha)h = h$.

The first equation is part (a). For the second, lower $h$ and use (a) and (b):
$$\big((a-\alpha)h\big)_n = \sqrt{n+1}\,h_{n+1} - \alpha h_n = (n+1)c_n - \bar\alpha\,\alpha c_n - (n - |\alpha|^2)c_n = c_n .$$
Applying $a^\dagger - \bar\alpha$ to $(a-\alpha)h = c$ returns $h$ by its definition. In Lean the lowering step is `key`, and the final `rfl` is that definition. The theorem places $h$ at eigenvalue $1$ of the displaced number operator. It does not state that this eigenvector is unique up to a factor, that it is orthogonal to $c$, or that $c$ is normalised.

```lean
/-- The coherent state is annihilated by `a - α`, and the hot-band state is reproduced by
the displaced number operator `(a† - conj α)(a - α)` with eigenvalue one. -/
theorem displaced_levels (α : ℂ) :
    shiftLower α (coherent α) = 0 ∧
      shiftRaise α (shiftLower α (hotAmp α)) = hotAmp α := by
  constructor
  · funext n
    simp [shiftLower, lower_coherent]
  · -- lowering the hot-band state returns the coherent state
    have key : shiftLower α (hotAmp α) = coherent α := by
      funext n
      have hr : ((Real.sqrt ((n : ℝ) + 1) : ℝ) : ℂ) * ((Real.sqrt ((n : ℝ) + 1) : ℝ) : ℂ)
          = (n : ℂ) + 1 := by
        rw [← Complex.ofReal_mul, Real.mul_self_sqrt (by positivity)]
        simp
      have L : ((Real.sqrt ((n : ℝ) + 1) : ℝ) : ℂ) * coherent α (n + 1) = α * coherent α n :=
        lower_coherent α n
      show ((Real.sqrt ((n : ℝ) + 1) : ℝ) : ℂ) *
        (((Real.sqrt ((n : ℝ) + 1) : ℝ) : ℂ) * coherent α n - conj α * coherent α (n + 1))
        - α * hotAmp α n = _
      linear_combination coherent α n * hr - conj α * L - mul_hotAmp α n
        - coherent α n * Complex.mul_conj α
    rw [key]
    rfl
```

## (d) Squared amplitudes are the weights

For $\alpha \neq 0$ show that $|h_n|^2 = w_n$ with $S = |\alpha|^2$.

From the definition, $|c_n|^2 = e^{-S}S^n/n!$. The squared modulus of part (b) is $S\,|h_n|^2 = (n-S)^2 e^{-S}S^n/n!$, and division by $S \neq 0$ gives $w_n$. The proof obtains $|c_n|^2$ as `hc`, applies `Complex.normSq` to both sides of `mul_hotAmp`, and cancels $S$ with `mul_left_cancel₀`. The hypothesis `hα` says that the displacement is nonzero; for real $\alpha$ this means that the two potential minima differ. At $\alpha = 0$ the state $h$ is the number state with $n = 1$, while Lean's division by zero makes `hotWeight 0 n` vanish for all $n$, so the equation would fail at $n = 1$.

```lean
/-- For nonzero displacement the squared modulus of the hot-band amplitude is the hot-band
weight with `S = |α|²`. -/
theorem normSq_hotAmp (α : ℂ) (hα : α ≠ 0) (n : ℕ) :
    Complex.normSq (hotAmp α n) = hotWeight (Complex.normSq α) n := by
  have hN : Complex.normSq α ≠ 0 := (Complex.normSq_pos.2 hα).ne'
  have hf : (n.factorial : ℝ) ≠ 0 := by positivity
  have hc : Complex.normSq (coherent α n)
      = Real.exp (-(Complex.normSq α)) * Complex.normSq α ^ n / (n.factorial : ℝ) := by
    unfold coherent
    rw [Complex.normSq_div, Complex.normSq_mul, map_pow, Complex.normSq_ofReal,
      Complex.normSq_ofReal, ← Real.exp_add, Real.mul_self_sqrt (Nat.cast_nonneg _),
      add_halves]
  have hcast : (n : ℂ) - (Complex.normSq α : ℂ) = (((n : ℝ) - Complex.normSq α : ℝ) : ℂ) := by
    simp
  have h := congrArg Complex.normSq (mul_hotAmp α n)
  rw [hcast, Complex.normSq_mul, Complex.normSq_mul, Complex.normSq_ofReal, hc] at h
  apply mul_left_cancel₀ hN
  rw [h]
  unfold hotWeight
  field_simp
```

## (e) Falling factorials against the exponential series

For every natural $k$ and real $x$ show that $\sum_n F_k(n)\,x^n/n! = x^k e^x$, with convergence.

Use induction on $k$. For $k = 0$ this is the exponential series. For $k+1$, the product contains the factor $y$, so $F_{k+1}(0) = 0$, and $F_{k+1}(y+1) = (y+1)F_k(y)$. The $n=0$ term vanishes and the index shifts:
$$\sum_{n\ge0} F_{k+1}(n)\frac{x^n}{n!} = \sum_{n\ge0} (n+1)F_k(n)\frac{x^{n+1}}{(n+1)!} = x\sum_{n\ge0}F_k(n)\frac{x^n}{n!} = x^{k+1}e^x .$$

Parts (e) to (h) turn on the predicate `HasSum`. For a sequence $f$ and a number $g$, the statement that $f$ has sum $g$ means that the sums of $f$ over finite sets of indices converge to $g$ as the sets grow; for real terms this is absolute convergence to $g$. Convergence and value travel together through `mul_left`, which scales a series, and `add`, which adds two. The index shift is `hasSum_nat_add_iff' 1`: the series $f_{n+1}$ has sum $g - f_0$ exactly when the series $f_n$ has sum $g$. Rewriting from right to left turns the goal into the shifted series, and `convert ih.mul_left x using 1` compares it with $x$ times the induction hypothesis. What has content in the comparison is that the terms agree, by `hs` and cancellation of $n+1$, and that the values agree, by `h0`. The only analytic input is the exponential series, `NormedSpace.expSeries_div_hasSum_exp`; no separate convergence estimate is needed afterwards.

```lean
/-- Falling-factorial sums of the exponential series: `∑ n(n-1)⋯(n-k+1) xⁿ/n! = xᵏ eˣ`. -/
theorem hasSum_falling (k : ℕ) (x : ℝ) :
    HasSum (fun n : ℕ => falling k n * x ^ n / (n.factorial : ℝ)) (x ^ k * Real.exp x) := by
  induction k with
  | zero =>
    have base : HasSum (fun n : ℕ => x ^ n / (n.factorial : ℝ)) (Real.exp x) := by
      rw [Real.exp_eq_exp_ℝ]
      exact NormedSpace.expSeries_div_hasSum_exp x
    simpa [falling] using base
  | succ k ih =>
    have h0 : falling (k + 1) 0 = 0 := by simp [falling, Finset.prod_range_succ']
    have hs : ∀ y : ℝ, falling (k + 1) (y + 1) = (y + 1) * falling k y := by
      intro y
      unfold falling
      rw [Finset.prod_range_succ', mul_comm]
      congr 1
      · simp
      · exact Finset.prod_congr rfl (fun i _ => by push_cast; ring)
    -- the n = 0 term vanishes; shifting the index cancels the factor n + 1
    rw [← hasSum_nat_add_iff' 1]
    convert ih.mul_left x using 1
    · rfl
    · funext n
      have h2 : (n : ℝ) + 1 ≠ 0 := by positivity
      simp only [Nat.factorial_succ, Nat.cast_mul, Nat.cast_add, Nat.cast_one, hs]
      rw [mul_assoc, mul_div_mul_left _ _ h2]
      ring
    · simp only [Finset.sum_range_one, Nat.cast_zero, h0]
      ring
```

## (f) Any quartic in the quantum number

For real $p_0, \dots, p_4$ (in Lean `c0` to `c4`) and real $x$, sum $(p_0 + p_1 n + p_2 n^2 + p_3 n^3 + p_4 n^4)\,x^n/n!$.

Expanding the products gives $n = F_1$, $n^2 = F_2 + F_1$, $n^3 = F_3 + 3F_2 + F_1$ and $n^4 = F_4 + 6F_3 + 7F_2 + F_1$, all evaluated at $n$. Part (e) replaces each $F_k$ by $x^k$. With
$$T_1 = x,\quad T_2 = x^2 + x,\quad T_3 = x^3 + 3x^2 + x,\quad T_4 = x^4 + 6x^3 + 7x^2 + x,$$
the sum is $(p_0 + p_1T_1 + p_2T_2 + p_3T_3 + p_4T_4)\,e^x$. The proof collects by $F_k$ instead, so that $F_2$ has coefficient `c2 + 3 * c3 + 7 * c4`, adds five scaled copies of (e), and lets `ring` match terms and value.

```lean
/-- The sum of a quartic polynomial in the quantum number `n` against `xⁿ/n!`. -/
theorem hasSum_quartic (c0 c1 c2 c3 c4 x : ℝ) :
    HasSum (fun n : ℕ => (c0 + c1 * n + c2 * (n : ℝ) ^ 2 + c3 * (n : ℝ) ^ 3
        + c4 * (n : ℝ) ^ 4) * x ^ n / (n.factorial : ℝ))
      ((c0 + c1 * x + c2 * (x ^ 2 + x) + c3 * (x ^ 3 + 3 * x ^ 2 + x)
        + c4 * (x ^ 4 + 6 * x ^ 3 + 7 * x ^ 2 + x)) * Real.exp x) := by
  -- expand the polynomial in falling factorials
  convert (((((hasSum_falling 0 x).mul_left c0).add
    ((hasSum_falling 1 x).mul_left (c1 + c2 + c3 + c4))).add
    ((hasSum_falling 2 x).mul_left (c2 + 3 * c3 + 7 * c4))).add
    ((hasSum_falling 3 x).mul_left (c3 + 6 * c4))).add
    ((hasSum_falling 4 x).mul_left c4) using 1
  · rfl
  · funext n
    simp only [falling, Finset.prod_range_succ, Finset.prod_range_zero]
    push_cast
    ring
  · ring
```

## (g) The generating function

For $S \neq 0$ and real $x$ show that $\sum_n w_n x^n = \big(x + S(x-1)^2\big)e^{S(x-1)}$.

Put $y = Sx$ and write
$$w_n x^n = \frac{e^{-S}}{S}\,(S^2 - 2Sn + n^2)\,\frac{y^n}{n!}.$$
Part (f) at argument $y$ gives the sum $\frac{e^{-S}}{S}(S^2 - 2Sy + y^2 + y)e^{y}$. The bracket equals $S^2(x-1)^2 + Sx$, and $e^{-S}e^{Sx} = e^{S(x-1)}$. Lean takes `hasSum_quartic` with coefficients $S^2, -2S, 1, 0, 0$ at `S * x` and scales by `Real.exp (-S) / S`. The sign of $S$ plays no part here.

```lean
/-- Generating function of the hot band: `∑ wₙ xⁿ = (x + S (x-1)²) exp(S (x-1))`. -/
theorem hasSum_generating (S x : ℝ) (hS : S ≠ 0) :
    HasSum (fun n : ℕ => hotWeight S n * x ^ n)
      ((x + S * (x - 1) ^ 2) * Real.exp (S * (x - 1))) := by
  convert (hasSum_quartic (S ^ 2) (-2 * S) 1 0 0 (S * x)).mul_left (Real.exp (-S) / S)
    using 1
  · rfl
  · funext n
    unfold hotWeight
    ring
  · rw [show S * (x - 1) = -S + S * x by ring, Real.exp_add]
    first | (field_simp; done) | (field_simp; ring)
```

## (h) Total one, mean $1+S$, variance $3S$

For $S > 0$ show that $w_n \ge 0$, $\sum_n w_n = 1$, $\sum_n n w_n = 1+S$ and $\sum_n \big(n-(1+S)\big)^2 w_n = 3S$, each series converging.

Every factor of $w_n$ is nonnegative when $S > 0$, and this clause alone uses the sign. The total is part (g) at $x = 1$. For the moments take (f) at $x = S$, where $e^{S}$ cancels against $e^{-S}$ and leaves the prefactor $1/S$. From $n(n-S)^2 = S^2 n - 2Sn^2 + n^3$,
$$S\sum_n n w_n = S^3 - 2S(S^2+S) + (S^3 + 3S^2 + S) = S^2 + S .$$
For the variance set $u = 2S+1$ and $v = S(S+1)$, so that $(n-S-1)(n-S) = n^2 - un + v$, whose square is $n^4 - 2u n^3 + (u^2+2v)n^2 - 2uv\,n + v^2$. The five contributions are
$$\begin{aligned}
T_4 &= S^4 + 6S^3 + 7S^2 + S,\\
-2u\,T_3 &= -4S^4 - 14S^3 - 10S^2 - 2S,\\
(u^2+2v)\,T_2 &= 6S^4 + 12S^3 + 7S^2 + S,\\
-2uv\,T_1 &= -4S^4 - 6S^3 - 2S^2,\\
v^2 &= S^4 + 2S^3 + S^2 .
\end{aligned}$$
They add to $3S^2$, and division by $S$ gives $3S$. The two calls of `hasSum_quartic` carry exactly these coefficients, `Real.exp_neg` writes $e^{-S}$ as the inverse of $e^{S}$, and `field_simp` cancels the exponentials and clears the denominator.

The first two clauses of `hotBand_moments` make $w_n$ a probability distribution over final levels, the third gives its mean, and the fourth is centred on that mean and so is the variance. The theorem concerns `hotWeight` as a real formula; it speaks about the oscillator through part (d), which also turns the total into the normalisation $\sum_n|h_n|^2 = 1$ for $\alpha\neq0$. The moments are in quanta. With vibrational quantum $\hbar\omega$, the absorption line to level $n$ lies $(n-1)\hbar\omega$ above the electronic origin, so the weighted centre is $S\hbar\omega$ above it and the standard deviation is $\sqrt{3S}\,\hbar\omega$. This conversion, like the Poisson comparison at the start and the total for $a^\dagger c$, is arithmetic beside the theorems and is not stated by any of them.

```lean
/-- For `S > 0` the hot-band weights are nonnegative and summable with total `1`,
mean `1 + S` and variance `3 S`. -/
theorem hotBand_moments (S : ℝ) (hS : 0 < S) :
    (∀ n, 0 ≤ hotWeight S n) ∧ HasSum (hotWeight S) 1 ∧
      HasSum (fun n : ℕ => (n : ℝ) * hotWeight S n) (1 + S) ∧
      HasSum (fun n : ℕ => ((n : ℝ) - (1 + S)) ^ 2 * hotWeight S n) (3 * S) := by
  have h0 := hS.ne'
  have he := Real.exp_ne_zero S
  refine ⟨fun n => by unfold hotWeight; positivity, ?_, ?_, ?_⟩
  · simpa using hasSum_generating S 1 h0
  · -- n (n-S)² is a cubic in n
    convert (hasSum_quartic 0 (S ^ 2) (-2 * S) 1 0 S).mul_left (Real.exp (-S) / S) using 1
    · rfl
    · funext n
      unfold hotWeight
      ring
    · rw [Real.exp_neg]
      first | (field_simp; done) | (field_simp; ring)
  · -- (n-S-1)² (n-S)² is the square of n² - (2S+1) n + S(S+1)
    convert (hasSum_quartic ((S * (S + 1)) ^ 2) (-2 * (2 * S + 1) * (S * (S + 1)))
      ((2 * S + 1) ^ 2 + 2 * (S * (S + 1))) (-2 * (2 * S + 1)) 1 S).mul_left
      (Real.exp (-S) / S) using 1
    · rfl
    · funext n
      unfold hotWeight
      ring
    · rw [Real.exp_neg]
      first | (field_simp; done) | (field_simp; ring)
```

## (i) The missing line

For $S \neq 0$ show that $w_n = 0$ exactly when $n = S$.

The factors $e^{-S}$, $S^n$, $S$ and $n!$ are nonzero, so $w_n = 0$ forces $(n-S)^2 = 0$; conversely $n = S$ makes the numerator zero. A line therefore drops out of the progression only when $S$ is a positive integer, and then only the one with $n = S$; for $S = 1$ it is the $1 \to 1$ line, where $w_1 = e^{-S}(1-S)^2$. The forward direction assumes $n \neq S$ and builds $w_n \neq 0$ factor by factor with `mul_ne_zero` and `div_ne_zero`.

```lean
/-- For `S ≠ 0` the hot-band weight of level `n` vanishes exactly when `n = S`. -/
theorem hotWeight_eq_zero_iff (S : ℝ) (hS : S ≠ 0) (n : ℕ) :
    hotWeight S n = 0 ↔ (n : ℝ) = S := by
  constructor
  · intro h
    by_contra hne
    exact div_ne_zero
      (mul_ne_zero (mul_ne_zero (Real.exp_ne_zero _) (pow_ne_zero _ hS))
        (pow_ne_zero _ (sub_ne_zero.2 hne)))
      (mul_ne_zero hS (by positivity)) h
  · intro h
    simp [hotWeight, h]

end

end HotBandFranckCondon
```

```lean
#print axioms HotBandFranckCondon.displaced_levels
#print axioms HotBandFranckCondon.normSq_hotAmp
#print axioms HotBandFranckCondon.hotBand_moments
#print axioms HotBandFranckCondon.hotWeight_eq_zero_iff
```

```
'HotBandFranckCondon.displaced_levels' depends on axioms: [propext, Classical.choice, Quot.sound]
'HotBandFranckCondon.normSq_hotAmp' depends on axioms: [propext, Classical.choice, Quot.sound]
'HotBandFranckCondon.hotBand_moments' depends on axioms: [propext, Classical.choice, Quot.sound]
'HotBandFranckCondon.hotWeight_eq_zero_iff' depends on axioms: [propext, Classical.choice, Quot.sound]
```
